# Lanczos from the end site of an open chain: $k$ steps give the $k$-site spectrum, and the top Ritz value nears $2t$ as $\pi^2t/k^2$

## A particle at the end of a chain

A particle sits on the end site of an open row of $N$ identical sites and hops between neighbours with amplitude $t>0$. On a very long chain its energies fill the band from $-2t$ to $2t$. How closely does the Lanczos method approach the band edge after $k$ steps from this localised state?

Number the sites $0,\dots,N-1$, let $e_m$ be the state on site $m$, and set $e_{-1}=e_N=0$. The Hamiltonian $H$ acts as

$$He_m=t\,(e_{m-1}+e_{m+1}).$$

Lanczos starts with $q_0=e_0$, $q_{-1}=0$, $\beta_0=0$ and computes

$$\alpha_m=q_m\cdot Hq_m,\qquad r_m=Hq_m-\alpha_mq_m-\beta_mq_{m-1},$$
$$\beta_{m+1}=\lVert r_m\rVert,\qquad q_{m+1}=r_m/\beta_{m+1}.$$

The $k$-step matrix $T_k$ has diagonal $\alpha_0,\dots,\alpha_{k-1}$ and off-diagonal entries $\beta_1,\dots,\beta_{k-1}$. Its eigenvalues are the Ritz values.

## What the theorems say about the chain

In Lean, `chain N t` is $H$, `site N m` is $e_m$, and `lanczos A v k` is the state of the recursion: `cur` is $q_k$, `prev` is $q_{k-1}$ and `beta` is $\beta_k$. The recursion is defined for any real square matrix `A`, so the coefficients of the chain are computed and not prescribed. `lanczosMatrix` is $T_k$, and `ritzValues` is the set of real numbers $\mu$ with $T_kx=\mu x$ for some nonzero real $x$.

For $t>0$ the theorems state:

- `lanczos_vectors`: for $k<N$, $q_k=e_k$, with $\beta_k=t$ when $k\ge1$.
- `lanczos_terminates`: on $n+1$ sites, the residual $r_n$ at the last site is zero.
- `lanczosMatrix_eq_chain`: for $k\le N$, $T_k$ is the Hamiltonian of the $k$-site chain.
- `ritzValues_chain`: for $k\le N$, the Ritz values are exactly $2t\cos(j\pi/(k+1))$, $j=1,\dots,k$.
- `isGreatest_ritzValue`: for $1\le k\le N$, the largest is $\lambda_k=2t\cos(\pi/(k+1))$.
- `ritz_gap_tendsto`: $k^2(2t-\lambda_k)\to\pi^2t$, for any choice of chain lengths $N(k)\ge k$.

The limit measures the distance to the band edge $2t$, not to the top level of the finite chain. If $N(k)=k$, Lanczos has already found that level exactly.

The model is one non-interacting particle on a uniform chain, in exact real arithmetic. Rounding errors, the loss of orthogonality they cause, and other start vectors are not treated. The condition $k\le N$ also keeps the recursion from dividing by the zero residual norm at the far end.

## Each step reaches one new site

Suppose $q_m=e_m$ and $\beta_mq_{m-1}=t\,e_{m-1}$. This holds at $m=0$, where both sides of the second equation vanish. Since $He_m$ has no component on site $m$, $\alpha_m=0$, and

$$r_m=t(e_{m-1}+e_{m+1})-t\,e_{m-1}=t\,e_{m+1}.$$

If $m+1<N$, then $\beta_{m+1}=t$ and $q_{m+1}=e_{m+1}$, and the induction continues. If $m=N-1$, the residual is zero. Hence $T_k$ has zeros on its diagonal and $t$ beside it, which is the $k$-site chain.

## Standing waves on $k$ sites

Try $x_i=\sin((i+1)\theta)$ for $i=0,\dots,k-1$. The addition formulas give

$$t\,[\sin(i\theta)+\sin((i+2)\theta)]=2t\cos\theta\,\sin((i+1)\theta).$$

This is the eigenvalue equation at every site, provided the wave vanishes just outside both ends. On the left, $\sin0=0$. On the right, $\sin((k+1)\theta)=0$ holds for $\theta_j=j\pi/(k+1)$.

For $1\le j\le k$ the angle lies strictly between $0$ and $\pi$, so $x_0=\sin\theta_j>0$ and the vector is nonzero. The cosine is strictly decreasing there, so the $k$ eigenvalues are distinct. A $k\times k$ matrix has no room for another, and the largest belongs to $j=1$.

## The distance to the band edge

With $x=\pi/(2(k+1))$, the half-angle formula gives

$$k^2(2t-\lambda_k)=4t\,k^2\sin^2x=4t\left(kx\,\frac{\sin x}{x}\right)^2.$$

As $k\to\infty$, $kx\to\pi/2$ and $\sin x/x\to1$, so the limit is $4t\,(\pi/2)^2=\pi^2t$. For a non-interacting particle started at the end of a uniform chain with enough sites for all the steps, halving the distance to the band edge therefore takes about $\sqrt2$ times as many Lanczos steps, once $k$ is large.

## One step, and three steps on five sites

For $k=1$ the matrix is the single number $0$, in agreement with $2t\cos(\pi/2)=0$. If also $N=1$, the recursion stops at once.

Now take $N=5$, $t=1$ and $k=3$:

$$T_3=\begin{pmatrix}0&1&0\\1&0&1\\0&1&0\end{pmatrix},\qquad T_3\begin{pmatrix}1\\\sqrt2\\1\end{pmatrix}=\sqrt2\begin{pmatrix}1\\\sqrt2\\1\end{pmatrix}.$$

The normalised eigenvector is $(1/2,\,1/\sqrt2,\,1/2)$. The Ritz values are $\sqrt2,0,-\sqrt2$. The largest, about $1.414$, lies below the top level $2\cos(\pi/6)\approx1.732$ of the five-site chain, which lies below the band edge $2$. Here $k^2(2-\lambda_k)\approx5.27$, still far from $\pi^2\approx9.87$; at $k=100$, on a chain of at least $100$ sites, it is about $9.67$.

## The chain in Lean

```lean
import Mathlib

open Matrix Filter
open scoped Real Topology

namespace LanczosOpenChain

noncomputable section

/-- The open chain of `N` sites with hopping amplitude `t` between nearest neighbours. -/
def chain (N : ℕ) (t : ℝ) : Matrix (Fin N) (Fin N) ℝ :=
  Matrix.of fun i j => (if (i : ℕ) + 1 = j then t else 0) + (if (j : ℕ) + 1 = i then t else 0)

/-- The state localised on site `m`, with sites counted from zero; the zero vector if `m ≥ N`. -/
def site (N m : ℕ) : Fin N → ℝ := fun i => if (i : ℕ) = m then 1 else 0

/-- The data carried by the Lanczos recursion: the last two vectors and their coupling. -/
structure LanczosState (N : ℕ) where
  prev : Fin N → ℝ
  cur : Fin N → ℝ
  beta : ℝ

/-- The diagonal Lanczos coefficient `q ⬝ A q` of the current vector `q`; for a unit vector this is
the expectation value of `A`. -/
def alpha {N : ℕ} (A : Matrix (Fin N) (Fin N) ℝ) (s : LanczosState N) : ℝ :=
  s.cur ⬝ᵥ A *ᵥ s.cur

/-- The part of `A q` left after subtracting the two terms of the Lanczos recursion. -/
def residual {N : ℕ} (A : Matrix (Fin N) (Fin N) ℝ) (s : LanczosState N) : Fin N → ℝ :=
  A *ᵥ s.cur - alpha A s • s.cur - s.beta • s.prev

/-- The Euclidean norm of the residual. -/
def residualNorm {N : ℕ} (A : Matrix (Fin N) (Fin N) ℝ) (s : LanczosState N) : ℝ :=
  √(residual A s ⬝ᵥ residual A s)

/-- The Lanczos recursion for `A` with start vector `v`. -/
def lanczos {N : ℕ} (A : Matrix (Fin N) (Fin N) ℝ) (v : Fin N → ℝ) : ℕ → LanczosState N
  | 0 => ⟨0, v, 0⟩
  | k + 1 => ⟨(lanczos A v k).cur,
      (residualNorm A (lanczos A v k))⁻¹ • residual A (lanczos A v k),
      residualNorm A (lanczos A v k)⟩

/-- The tridiagonal matrix of the coefficients computed for the first `k` Lanczos vectors. -/
def lanczosMatrix {N : ℕ} (A : Matrix (Fin N) (Fin N) ℝ) (v : Fin N → ℝ) (k : ℕ) :
    Matrix (Fin k) (Fin k) ℝ :=
  Matrix.of fun i j => if i = j then alpha A (lanczos A v i)
    else if (i : ℕ) + 1 = j then (lanczos A v j).beta
    else if (j : ℕ) + 1 = i then (lanczos A v i).beta else 0

/-- The Ritz values after `k` steps: the eigenvalues of the `k`-step Lanczos matrix. -/
def ritzValues {N : ℕ} (A : Matrix (Fin N) (Fin N) ℝ) (v : Fin N → ℝ) (k : ℕ) : Set ℝ :=
  {μ | ∃ x : Fin k → ℝ, x ≠ 0 ∧ lanczosMatrix A v k *ᵥ x = μ • x}

lemma site_dot {N m : ℕ} (hm : m < N) (w : Fin N → ℝ) : site N m ⬝ᵥ w = w ⟨m, hm⟩ := by
  simp only [dotProduct, site]
  rw [Finset.sum_eq_single ⟨m, hm⟩]
  · simp
  · intro j _ hj
    have h : (j : ℕ) ≠ m := fun h => hj (Fin.ext h)
    simp [h]
  · simp

/-- The chain moves a particle from site `m` to its neighbours with amplitude `t`. -/
lemma chain_mulVec_site {N m : ℕ} (t : ℝ) (hm : m < N) : chain N t *ᵥ site N m =
    fun i : Fin N =>
      (if (i : ℕ) + 1 = m then t else 0) + (if m + 1 = (i : ℕ) then t else 0) := by
  ext i
  change (fun j => chain N t i j) ⬝ᵥ site N m = _
  rw [dotProduct_comm, site_dot hm]
  rfl

/-- With site `m` as current vector and the backward hop as the subtracted term, the diagonal
coefficient vanishes and the residual is `t` times the next site vector. -/
lemma residual_site {N m : ℕ} {t : ℝ} {s : LanczosState N} (hm : m < N)
    (hc : s.cur = site N m)
    (hp : s.beta • s.prev = fun i : Fin N => if (i : ℕ) + 1 = m then t else 0) :
    alpha (chain N t) s = 0 ∧ residual (chain N t) s = t • site N (m + 1) := by
  have ha : alpha (chain N t) s = 0 := by
    unfold alpha
    rw [hc, chain_mulVec_site t hm, site_dot hm]
    simp
  refine ⟨ha, ?_⟩
  unfold residual
  rw [ha, hp, hc, chain_mulVec_site t hm]
  ext i
  simp only [Pi.sub_apply, Pi.smul_apply, smul_eq_mul, site]
  by_cases h : (i : ℕ) = m + 1
  · rw [if_pos h.symm, if_pos h]; ring
  · rw [if_neg (Ne.symm h), if_neg h]; ring

/-- Started at the end site, Lanczos produces the site vectors one after another, each coupled
to the previous one by `t`. -/
theorem lanczos_vectors {N : ℕ} {t : ℝ} (ht : 0 < t) (k : ℕ) (hk : k < N) :
    (lanczos (chain N t) (site N 0) k).cur = site N k ∧
    (lanczos (chain N t) (site N 0) k).beta • (lanczos (chain N t) (site N 0) k).prev =
      (fun i : Fin N => if (i : ℕ) + 1 = k then t else 0) ∧
    (lanczos (chain N t) (site N 0) k).beta = if k = 0 then 0 else t := by
  induction k with
  | zero => exact ⟨rfl, by ext i; simp [lanczos], by simp [lanczos]⟩
  | succ k ih =>
    obtain ⟨hc, hp, _⟩ := ih (by omega)
    obtain ⟨_, hr⟩ := residual_site (by omega) hc hp
    have hb : residualNorm (chain N t) (lanczos (chain N t) (site N 0) k) = t := by
      have h : (t • site N (k + 1)) ⬝ᵥ (t • site N (k + 1)) = t * t := by
        rw [smul_dotProduct, dotProduct_smul, site_dot hk]
        simp [site]
      rw [residualNorm, hr, h, Real.sqrt_mul_self ht.le]
    simp only [lanczos]
    rw [hb, hr, hc]
    refine ⟨?_, ?_, by simp⟩
    · rw [smul_smul, inv_mul_cancel₀ ht.ne', one_smul]
    · ext i
      simp [site]

/-- On a chain of `n + 1` sites the residual vanishes at the last site vector. -/
theorem lanczos_terminates {t : ℝ} (ht : 0 < t) (n : ℕ) :
    residual (chain (n + 1) t) (lanczos (chain (n + 1) t) (site (n + 1) 0) n) = 0 := by
  obtain ⟨hc, hp, _⟩ := lanczos_vectors ht n (Nat.lt_succ_self n)
  rw [(residual_site (Nat.lt_succ_self n) hc hp).2]
  ext i
  simp [site, i.isLt.ne]

/-- For `k ≤ N`, the `k`-step Lanczos matrix of the `N`-site chain, started at the end site, is the
matrix of the `k`-site chain. -/
theorem lanczosMatrix_eq_chain {N k : ℕ} {t : ℝ} (ht : 0 < t) (hk : k ≤ N) :
    lanczosMatrix (chain N t) (site N 0) k = chain k t := by
  ext i j
  have hi := i.isLt
  have hj := j.isLt
  obtain ⟨hc, hp, hbi⟩ := lanczos_vectors ht (i : ℕ) (by omega : (i : ℕ) < N)
  have hbj := (lanczos_vectors ht (j : ℕ) (by omega : (j : ℕ) < N)).2.2
  simp only [lanczosMatrix, chain, Matrix.of_apply]
  by_cases h : i = j
  · subst h
    rw [if_pos rfl]
    exact (residual_site (by omega) hc hp).1.trans (by simp)
  by_cases h1 : (i : ℕ) + 1 = j
  · have h2 : ¬ (j : ℕ) + 1 = i := by omega
    rw [if_neg (by omega)] at hbj
    simp only [if_neg h, if_pos h1, if_neg h2, add_zero]
    exact hbj
  by_cases h2 : (j : ℕ) + 1 = i
  · rw [if_neg (by omega)] at hbi
    simp only [if_neg h, if_neg h1, if_pos h2, zero_add]
    exact hbi
  · simp only [if_neg h, if_neg h1, if_neg h2, add_zero]

/-- On an amplitude vanishing just outside it, the chain acts as `t` times the sum over both
neighbours. -/
lemma chain_mulVec (k : ℕ) (t : ℝ) (F : ℕ → ℝ) (h0 : F 0 = 0) (hk : F (k + 1) = 0)
    (i : Fin k) : (chain k t *ᵥ fun j => F (j + 1)) i = t * (F i + F (i + 2)) := by
  have hi := i.isLt
  simp only [Matrix.mulVec, dotProduct, chain, Matrix.of_apply]
  rw [Fin.sum_univ_eq_sum_range (fun j => ((if (i : ℕ) + 1 = j then t else 0) +
    (if j + 1 = (i : ℕ) then t else 0)) * F (j + 1)) k]
  simp only [add_mul, ite_mul, zero_mul, Finset.sum_add_distrib]
  have h1 : ∑ j ∈ Finset.range k, (if (i : ℕ) + 1 = j then t * F (j + 1) else 0)
      = t * F (i + 2) := by
    rw [Finset.sum_ite_eq]
    split_ifs with h
    · rfl
    · rw [Finset.mem_range] at h
      rw [show (i : ℕ) + 2 = k + 1 by omega, hk, mul_zero]
  have h2 : ∑ j ∈ Finset.range k, (if j + 1 = (i : ℕ) then t * F (j + 1) else 0)
      = t * F i := by
    rcases Nat.eq_zero_or_pos (i : ℕ) with h | h
    · rw [h, h0, mul_zero]
      exact Finset.sum_eq_zero fun j _ => if_neg (by omega)
    · rw [Finset.sum_eq_single ((i : ℕ) - 1)]
      · have h' : (i : ℕ) - 1 + 1 = i := by omega
        rw [if_pos h', h']
      · intro j _ hj
        exact if_neg (by omega)
      · intro h'
        exact absurd (Finset.mem_range.mpr (by omega)) h'
  rw [h1, h2]
  ring

/-- The Ritz values after `k ≤ N` steps from the end site of the `N`-site chain are exactly `2t
cos(jπ/(k+1))` with `j = 1, ..., k`. -/
theorem ritzValues_chain {N k : ℕ} {t : ℝ} (ht : 0 < t) (hk : k ≤ N) :
    ritzValues (chain N t) (site N 0) k =
      {μ | ∃ j : ℕ, 1 ≤ j ∧ j ≤ k ∧ μ = 2 * t * Real.cos (j * π / (k + 1))} := by
  have hk0 : (k : ℝ) + 1 ≠ 0 := by positivity
  -- standing waves vanishing just outside the chain
  have key : ∀ j : ℕ, 1 ≤ j → j ≤ k → ∃ x : Fin k → ℝ, x ≠ 0 ∧
      chain k t *ᵥ x = (2 * t * Real.cos (j * π / (k + 1))) • x := by
    intro j h1 hj
    have hj1 : (0 : ℝ) < j := by exact_mod_cast h1
    have hjk : (j : ℝ) < k + 1 := by exact_mod_cast Nat.lt_succ_of_le hj
    have hpos : 0 < (j : ℝ) * π / (k + 1) := by positivity
    have hlt : (j : ℝ) * π / (k + 1) < π := by
      rw [div_lt_iff₀ (by positivity)]
      nlinarith [mul_lt_mul_of_pos_right hjk Real.pi_pos]
    have hend : ((k : ℝ) + 1) * (j * π / (k + 1)) = j * π := by field_simp
    generalize (j : ℝ) * π / (k + 1) = θ at hpos hlt hend ⊢
    refine ⟨fun i => Real.sin ((((i : ℕ) + 1 : ℕ) : ℝ) * θ), ?_, ?_⟩
    · intro h
      have h' := congrFun h ⟨0, by omega⟩
      simp at h'
      exact (Real.sin_pos_of_pos_of_lt_pi hpos hlt).ne' h'
    · ext i
      rw [chain_mulVec k t (fun m => Real.sin ((m : ℝ) * θ)) (by simp)
        (by push_cast; rw [hend]; exact Real.sin_nat_mul_pi j) i]
      simp only [Pi.smul_apply, smul_eq_mul]
      push_cast
      rw [show (i : ℝ) * θ = ((i : ℝ) + 1) * θ - θ by ring,
        show ((i : ℝ) + 2) * θ = ((i : ℝ) + 1) * θ + θ by ring, Real.sin_sub, Real.sin_add]
      ring
  have hinj : ∀ a b : ℕ, a ≤ k → b ≤ k → 2 * t * Real.cos (a * π / (k + 1)) =
      2 * t * Real.cos (b * π / (k + 1)) → a = b := by
    have mem : ∀ a : ℕ, a ≤ k → (a : ℝ) * π / (k + 1) ∈ Set.Icc 0 π := by
      intro a ha
      have ha' : (a : ℝ) ≤ k := by exact_mod_cast ha
      refine ⟨by positivity, ?_⟩
      rw [div_le_iff₀ (by positivity)]
      nlinarith [mul_le_mul_of_nonneg_right ha' Real.pi_pos.le, Real.pi_pos]
    intro a b ha hb h
    have h1 := Real.injOn_cos (mem a ha) (mem b hb)
      (mul_left_cancel₀ (by positivity : 2 * t ≠ 0) h)
    exact_mod_cast mul_right_cancel₀ Real.pi_ne_zero ((div_left_inj' hk0).mp h1)
  ext μ
  simp only [ritzValues, Set.mem_ofPred_eq, lanczosMatrix_eq_chain ht hk]
  constructor
  · rintro ⟨x, hx0, hx⟩
    by_contra hne
    -- a further eigenvalue would give k + 1 independent vectors in dimension k
    choose w hw0 hw using fun j : Fin k => key ((j : ℕ) + 1) (by omega) j.isLt
    have li := Module.End.eigenvectors_linearIndependent' (Matrix.mulVecLin (chain k t))
      (fun o : Option (Fin k) => o.elim μ
        fun j => 2 * t * Real.cos ((((j : ℕ) + 1 : ℕ) : ℝ) * π / (k + 1)))
      (by
        intro a b hab
        rcases a with _ | a <;> rcases b with _ | b
        · rfl
        · exact absurd ⟨(b : ℕ) + 1, by omega, b.isLt, hab⟩ hne
        · exact absurd ⟨(a : ℕ) + 1, by omega, a.isLt, hab.symm⟩ hne
        · have h := hinj _ _ a.isLt b.isLt hab
          exact congrArg some (Fin.ext (by omega)))
      (fun o => o.elim x w)
      (by
        intro o
        rcases o with _ | j
        · exact ⟨Module.End.mem_eigenspace_iff.mpr hx, hx0⟩
        · exact ⟨Module.End.mem_eigenspace_iff.mpr (hw j), hw0 j⟩)
    have hcard := li.fintype_card_le_finrank
    simp at hcard
  · rintro ⟨j, h1, hj, rfl⟩
    exact key j h1 hj

/-- For `1 ≤ k ≤ N`, the largest Ritz value after `k` steps from the end site of the `N`-site chain
is `2t cos(π/(k+1))`. -/
theorem isGreatest_ritzValue {N k : ℕ} {t : ℝ} (ht : 0 < t) (h1 : 1 ≤ k) (hk : k ≤ N) :
    IsGreatest (ritzValues (chain N t) (site N 0) k) (2 * t * Real.cos (π / (k + 1))) := by
  rw [ritzValues_chain ht hk]
  refine ⟨⟨1, le_rfl, h1, by simp⟩, ?_⟩
  rintro μ ⟨j, hj1, hjk, rfl⟩
  have hj1' : (1 : ℝ) ≤ j := by exact_mod_cast hj1
  have hjk' : (j : ℝ) ≤ k := by exact_mod_cast hjk
  refine mul_le_mul_of_nonneg_left ?_ (by positivity)
  apply Real.cos_le_cos_of_nonneg_of_le_pi (by positivity)
  · rw [div_le_iff₀ (by positivity)]
    nlinarith [mul_le_mul_of_nonneg_right hjk' Real.pi_pos.le, Real.pi_pos]
  · gcongr
    nlinarith [Real.pi_pos]

/-- On chains with at least `k` sites, the distance of the largest `k`-step Ritz value from `2t`,
multiplied by `k²`, tends to `π² t`. -/
theorem ritz_gap_tendsto {t : ℝ} (ht : 0 < t) (N : ℕ → ℕ) (hN : ∀ k, k ≤ N k) :
    Tendsto (fun k : ℕ => (k : ℝ) ^ 2 *
      (2 * t - sSup (ritzValues (chain (N k) t) (site (N k) 0) k))) atTop (𝓝 (π ^ 2 * t)) := by
  have hs : Continuous fun y : ℝ => Real.sinc (π / 2 * y) :=
    Real.continuous_sinc.comp (by fun_prop)
  have hl : Continuous fun y : ℝ => π / 2 * (1 - y) := by fun_prop
  have hg : Continuous fun y : ℝ => 4 * t * (π / 2 * (1 - y) * Real.sinc (π / 2 * y)) ^ 2 :=
    continuous_const.mul ((hl.mul hs).pow 2)
  have hlim := (hg.tendsto 0).comp (tendsto_one_div_add_atTop_nhds_zero_nat (𝕜 := ℝ))
  have hval : 4 * t * (π / 2 * (1 - 0) * Real.sinc (π / 2 * 0)) ^ 2 = π ^ 2 * t := by
    rw [mul_zero, Real.sinc_zero]
    ring
  rw [hval] at hlim
  refine hlim.congr' ?_
  filter_upwards [eventually_ge_atTop 1] with k hk
  rw [(isGreatest_ritzValue ht hk (hN k)).csSup_eq]
  simp only [Function.comp_apply]
  -- half-angle formula with x = π / (2 (k + 1))
  have hk0 : (k : ℝ) + 1 ≠ 0 := by positivity
  have hx : π / 2 * (1 / ((k : ℝ) + 1)) ≠ 0 := by positivity
  have e1 : π / 2 * (1 - 1 / ((k : ℝ) + 1)) = k * (π / 2 * (1 / ((k : ℝ) + 1))) := by
    field_simp
    ring
  have e2 : π / ((k : ℝ) + 1) = 2 * (π / 2 * (1 / ((k : ℝ) + 1))) := by ring
  rw [e1, e2, Real.sinc_of_ne_zero hx, Real.cos_two_mul]
  generalize π / 2 * (1 / ((k : ℝ) + 1)) = x at hx ⊢
  have e3 : (k : ℝ) * x * (Real.sin x / x) = k * Real.sin x := by
    rw [mul_assoc, mul_div_cancel₀ _ hx]
  rw [e3]
  linear_combination 4 * t * (k : ℝ) ^ 2 * Real.sin_sq_add_cos_sq x

end

end LanczosOpenChain
```

```lean
#print axioms LanczosOpenChain.lanczos_terminates
#print axioms LanczosOpenChain.ritzValues_chain
#print axioms LanczosOpenChain.ritz_gap_tendsto
```

```
'LanczosOpenChain.lanczos_terminates' depends on axioms: [propext, Classical.choice, Quot.sound]
'LanczosOpenChain.ritzValues_chain' depends on axioms: [propext, Classical.choice, Quot.sound]
'LanczosOpenChain.ritz_gap_tendsto' depends on axioms: [propext, Classical.choice, Quot.sound]
```

## From the hopping rule to the limit

`site_dot` reads off one component of a vector, and `chain_mulVec_site` gives the hopping rule. `residual_site` is the single Lanczos step computed above. Its hypothesis `hp` concerns the product $\beta_mq_{m-1}$, which lets the first step and the later ones share one argument. The induction in `lanczos_vectors` carries the vector, this product and the coupling together. `lanczosMatrix_eq_chain` then compares entries on the diagonal, beside it and elsewhere.

`chain_mulVec` applies the chain to an amplitude `F` with `F 0 = 0` and `F (k + 1) = 0`; site $i$ carries `F (i + 1)`. In `ritzValues_chain`, `key` inserts the sine wave, and `hinj` obtains distinct eigenvalues from the injectivity of the cosine on $[0,\pi]$. To exclude a further eigenvalue $\mu$, the proof indexes the eigenvectors by `Option (Fin k)`, which is the $k$ known labels plus one. Eigenvectors for distinct eigenvalues are independent, so $k+1$ of them would fit into dimension $k$, a contradiction.

`isGreatest_ritzValue` uses the monotonicity of the cosine. For the limit, `ritz_gap_tendsto` sets $y=1/(k+1)$ and considers

$$4t\left(\frac{\pi}{2}(1-y)\,\operatorname{sinc}\frac{\pi y}{2}\right)^2,$$

where $\operatorname{sinc}x=\sin x/x$ for $x\ne0$ and $\operatorname{sinc}0=1$. This function is continuous and equals $\pi^2t$ at $y=0$. The remaining lines show that it agrees with $k^2(2t-\lambda_k)$ for every $k\ge1$; the closing `linear_combination` supplies $\sin^2x+\cos^2x=1$.
